# Overlap with the device makes a finite lead's self-energy grow linearly at large real energy

Take one device orbital and one lead orbital. The lead orbital has Hamiltonian element $\ell$ and overlap $o>0$ with itself, so its level lies at $\ell/o$; the device-lead Hamiltonian and overlap elements are $t$ and $q$. At real energy $z$ the self-energy is

$$S(z)=\frac{|zq-t|^2}{zo-\ell},\qquad \frac{S(z)}{z}=\frac{|q-t/z|^2}{o-\ell/z}\longrightarrow\frac{|q|^2}{o}\quad(z\to\infty).$$

Each coupling carries a factor $z$, and the lead Green function removes only one of them. If $q=0$, what remains is $|t|^2/(zo-\ell)$, which decays.

For several orbitals, let `n` label the finitely many lead orbitals and `m` the device orbitals.

```lean
import Mathlib

open Matrix Filter
open scoped Topology ComplexOrder

namespace NonorthogonalLead

noncomputable section

variable {m n : Type*} [Fintype n] [DecidableEq n]
```

## The self-energy and its parts

The numbers become complex matrices: $L$ and $O$ on the lead, $T$ and $Q$ between device and lead. With $\dagger$ for the conjugate transpose, written `ᴴ` in Lean code and as a trailing `*` in the docstrings,

$$S(z)=(zQ-T)(zO-L)^{-1}(zQ-T)^\dagger .$$

The energy `z` has type `ℝ`. At complex energy the right-hand factor would have to be $zQ^\dagger-T^\dagger$, so retarded self-energies with an imaginary part in $z$ are not treated, nor are semi-infinite leads.

```lean
/-- Self-energy of a lead with Hamiltonian `L` and overlap `O`, coupled to the device by the
Hamiltonian block `T` and the overlap block `Q`, at a real energy `z` where `z O - L` is
invertible. -/
def selfEnergy (O L : Matrix n n ℂ) (Q T : Matrix m n ℂ) (z : ℝ) : Matrix m m ℂ :=
  (z • Q - T) * (z • O - L)⁻¹ * (z • Q - T)ᴴ
```

Dividing $zQ-T$ by $zO-L$ gives the quotient $QO^{-1}$ and a remainder independent of energy:

$$zQ-T=QO^{-1}(zO-L)-R,\qquad R=T-QO^{-1}L .$$

```lean
/-- The coupling `T - Q O⁻¹ L` between device and lead, for an invertible lead overlap `O`. -/
def residualCoupling (O L : Matrix n n ℂ) (Q T : Matrix m n ℂ) : Matrix m n ℂ :=
  T - Q * O⁻¹ * L
```

Inserting this into $S$ will also produce a constant matrix,

$$C=QO^{-1}LO^{-1}Q^\dagger-QO^{-1}T^\dagger-TO^{-1}Q^\dagger .$$

```lean
/-- The energy-independent matrix `Q O⁻¹ L O⁻¹ Q* - Q O⁻¹ T* - T O⁻¹ Q*` on the device, for an
invertible lead overlap `O`. -/
def staticShift (O L : Matrix n n ℂ) (Q T : Matrix m n ℂ) : Matrix m m ℂ :=
  Q * O⁻¹ * L * O⁻¹ * Qᴴ - Q * O⁻¹ * Tᴴ - T * O⁻¹ * Qᴴ
```

## The lead Green function at large energy

From here on $O$ is positive definite (`O.PosDef`), as the overlap matrix of linearly independent lead orbitals is. Write $zO-L=z(O-L/z)$. Since $\det(O-sL)$ is continuous in the real variable $s$ (called `t` in the Lean proofs) and nonzero at $s=0$, it is nonzero at $s=1/z$ for all large $z$, which is what `∀ᶠ z : ℝ in atTop` says. The proof then exhibits the inverse $z^{-1}(O-L/z)^{-1}$.

```lean
/-- For a positive definite overlap `O`, the matrix `z O - L` is invertible at all sufficiently
large real energies `z`. -/
theorem eventually_regular {O : Matrix n n ℂ} (hO : O.PosDef) (L : Matrix n n ℂ) :
    ∀ᶠ z : ℝ in atTop, IsUnit (z • O - L).det := by
  have hu : IsUnit O.det := (Matrix.isUnit_iff_isUnit_det _).mp hO.isUnit
  have hc : Continuous (fun t : ℝ => O - t • L) :=
    continuous_const.sub (continuous_id.smul continuous_const)
  have hne : ∀ᶠ t : ℝ in 𝓝 0, (O - t • L).det ≠ 0 :=
    hc.matrix_det.continuousAt.eventually_ne (by simpa using hu.ne_zero)
  filter_upwards [(tendsto_inv_atTop_zero (𝕜 := ℝ)).eventually hne,
    eventually_ne_atTop (0 : ℝ)] with z h hz
  have hs : z • O - L = z • (O - z⁻¹ • L) := by
    rw [smul_sub, smul_smul, mul_inv_cancel₀ hz, one_smul]
  -- an explicit right inverse of `z O - L`
  apply Matrix.isUnit_det_of_right_inverse (B := z⁻¹ • (O - z⁻¹ • L)⁻¹)
  rw [hs, Matrix.smul_mul, Matrix.mul_smul, smul_smul, mul_inv_cancel₀ hz, one_smul,
    Matrix.mul_nonsing_inv _ (isUnit_iff_ne_zero.mpr h)]
```

The same factorisation gives

$$z(zO-L)^{-1}=(O-L/z)^{-1}\longrightarrow O^{-1}.$$

Continuity of the inverse at $s=0$ comes from writing it as the adjugate over the determinant (`h1`, `h2`). The step `congr'` carries the limit over to a function that agrees at large $z$. Matrix limits here are entrywise.

```lean
/-- For a positive definite overlap `O`, the lead Green function times the energy,
`z (z O - L)⁻¹`, tends to `O⁻¹` as the real energy `z` tends to infinity. -/
theorem tendsto_smul_green {O : Matrix n n ℂ} (hO : O.PosDef) (L : Matrix n n ℂ) :
    Tendsto (fun z : ℝ => z • (z • O - L)⁻¹) atTop (𝓝 O⁻¹) := by
  have hu : IsUnit O.det := (Matrix.isUnit_iff_isUnit_det _).mp hO.isUnit
  have hc : Continuous (fun t : ℝ => O - t • L) :=
    continuous_const.sub (continuous_id.smul continuous_const)
  -- the inverse is continuous at `t = 0`, by the adjugate formula
  have h1 : ContinuousAt
      (fun t : ℝ => ((O - t • L).det)⁻¹ • (O - t • L).adjugate) 0 :=
    (hc.matrix_det.continuousAt.inv₀ (by simpa using hu.ne_zero)).smul
      hc.matrix_adjugate.continuousAt
  have h2 : Tendsto (fun t : ℝ => (O - t • L)⁻¹) (𝓝 0) (𝓝 O⁻¹) := by
    have h3 := h1.tendsto
    simpa only [Matrix.inv_def, Ring.inverse_eq_inv', zero_smul, sub_zero] using h3
  refine (h2.comp (tendsto_inv_atTop_zero (𝕜 := ℝ))).congr' ?_
  filter_upwards [eventually_regular hO L, eventually_ne_atTop (0 : ℝ)] with z h hz
  have hs : O - z⁻¹ • L = z⁻¹ • (z • O - L) := by
    rw [smul_sub, smul_smul, inv_mul_cancel₀ hz, one_smul]
  change (O - z⁻¹ • L)⁻¹ = _
  apply Matrix.inv_eq_right_inv
  rw [hs, Matrix.smul_mul, Matrix.mul_smul, smul_smul, inv_mul_cancel₀ hz, one_smul,
    Matrix.mul_nonsing_inv _ h]
```

Multiplying by $1/z$ gives $(zO-L)^{-1}\to0$. Hence $A(zO-L)^{-1}A^\dagger\to0$ for any energy-independent coupling $A$.

```lean
/-- For a positive definite lead overlap `O` and an energy-independent coupling `A`, the
self-energy `A (z O - L)⁻¹ A*` tends to zero as the real energy `z` tends to infinity. -/
theorem tendsto_fixed_coupling {O : Matrix n n ℂ} (hO : O.PosDef) (L : Matrix n n ℂ)
    (A : Matrix m n ℂ) :
    Tendsto (fun z : ℝ => A * (z • O - L)⁻¹ * Aᴴ) atTop (𝓝 0) := by
  have hG : Tendsto (fun z : ℝ => (z • O - L)⁻¹) atTop (𝓝 0) := by
    have h := (tendsto_inv_atTop_zero (𝕜 := ℝ)).smul (tendsto_smul_green hO L)
    rw [zero_smul] at h
    refine h.congr' ?_
    filter_upwards [eventually_ne_atTop (0 : ℝ)] with z hz
    rw [smul_smul, inv_mul_cancel₀ hz, one_smul]
  have hc : Continuous (fun G : Matrix n n ℂ => A * G * Aᴴ) :=
    (continuous_const.matrix_mul continuous_id).matrix_mul continuous_const
  have h := (hc.tendsto 0).comp hG
  rw [Matrix.mul_zero, Matrix.zero_mul] at h
  exact h
```

## Linear growth

Take one factor $z$ out of each coupling. Of the resulting $z^2$, one power cancels the division by $z$ and the other goes to the Green function:

$$\frac{S(z)}z=\Bigl(Q-\frac Tz\Bigr)\,\bigl[z(zO-L)^{-1}\bigr]\,\Bigl(Q-\frac Tz\Bigr)^\dagger\longrightarrow QO^{-1}Q^\dagger .$$

The proof combines the limits of the coupling and the Green function through continuity of the matrix product. $L$ need not be Hermitian.

```lean
/-- For a positive definite lead overlap `O`, the self-energy divided by the energy, `S(z)/z`,
tends to `Q O⁻¹ Q*` as the real energy `z` tends to infinity. -/
theorem tendsto_selfEnergy_div {O : Matrix n n ℂ} (hO : O.PosDef) (L : Matrix n n ℂ)
    (Q T : Matrix m n ℂ) :
    Tendsto (fun z : ℝ => z⁻¹ • selfEnergy O L Q T z) atTop (𝓝 (Q * O⁻¹ * Qᴴ)) := by
  have hQ : Tendsto (fun z : ℝ => Q - z⁻¹ • T) atTop (𝓝 Q) := by
    have h := (tendsto_const_nhds (x := Q)).sub
      ((tendsto_inv_atTop_zero (𝕜 := ℝ)).smul (tendsto_const_nhds (x := T)))
    rwa [zero_smul, sub_zero] at h
  have hc : Continuous (fun p : Matrix m n ℂ × Matrix n n ℂ => p.1 * p.2 * p.1ᴴ) :=
    (continuous_fst.matrix_mul continuous_snd).matrix_mul continuous_fst.matrix_conjTranspose
  refine ((hc.tendsto (Q, O⁻¹)).comp (hQ.prodMk_nhds (tendsto_smul_green hO L))).congr' ?_
  filter_upwards [eventually_ne_atTop (0 : ℝ)] with z hz
  -- pull one factor of `z` out of each coupling
  have hs : z • Q - T = z • (Q - z⁻¹ • T) := by
    rw [smul_sub, smul_smul, mul_inv_cancel₀ hz, one_smul]
  change (Q - z⁻¹ • T) * (z • (z • O - L)⁻¹) * (Q - z⁻¹ • T)ᴴ = _
  rw [selfEnergy, hs]
  generalize Q - z⁻¹ • T = A
  rw [Matrix.conjTranspose_smul, star_trivial, Matrix.mul_smul, Matrix.smul_mul,
    Matrix.smul_mul, Matrix.smul_mul, Matrix.mul_smul, smul_smul, inv_mul_cancel₀ hz, one_smul]
```

## An exact splitting for a Hermitian lead

Now let $L$ be Hermitian, and set $X=QO^{-1}$ and $M=zO-L$, with $M$ invertible. Then $M^\dagger=M$, and

$$\begin{aligned}
S(z)&=(XM-R)M^{-1}(MX^\dagger-R^\dagger)\\
&=XMX^\dagger-XR^\dagger-RX^\dagger+RM^{-1}R^\dagger .
\end{aligned}$$

The first three terms are

$$\begin{aligned}
XMX^\dagger&=zQO^{-1}Q^\dagger-XLX^\dagger,\\
XR^\dagger&=XT^\dagger-XLX^\dagger,\\
RX^\dagger&=TX^\dagger-XLX^\dagger .
\end{aligned}$$

Together they give $zQO^{-1}Q^\dagger+C$, so

$$S(z)=zQO^{-1}Q^\dagger+C+R(zO-L)^{-1}R^\dagger .$$

In the proof, `h1` and `h2` rewrite the two couplings, `hA`, `hB` and `hC` are the three displayed products, and `abel` collects the terms.

```lean
/-- For a Hermitian lead with positive definite overlap, at any real `z` where `z O - L` is
invertible, the self-energy is a term linear in `z`, plus the static shift, plus the self-energy
of the energy-independent residual coupling. -/
theorem selfEnergy_eq {O L : Matrix n n ℂ} (hO : O.PosDef) (hL : L.IsHermitian)
    (Q T : Matrix m n ℂ) (z : ℝ) (hz : IsUnit (z • O - L).det) :
    selfEnergy O L Q T z = z • (Q * O⁻¹ * Qᴴ) + staticShift O L Q T
      + residualCoupling O L Q T * (z • O - L)⁻¹ * (residualCoupling O L Q T)ᴴ := by
  have hu : IsUnit O.det := (Matrix.isUnit_iff_isUnit_det _).mp hO.isUnit
  obtain ⟨X, hX⟩ : ∃ X, X = Q * O⁻¹ := ⟨_, rfl⟩
  obtain ⟨R, hR⟩ : ∃ R, R = residualCoupling O L Q T := ⟨_, rfl⟩
  rw [← hR]
  rw [residualCoupling, ← hX] at hR
  have hXO : X * O = Q := by
    rw [hX, Matrix.mul_assoc, Matrix.nonsing_inv_mul _ hu, Matrix.mul_one]
  have hXh : Xᴴ = O⁻¹ * Qᴴ := by
    rw [hX, Matrix.conjTranspose_mul, Matrix.conjTranspose_nonsing_inv, hO.isHermitian.eq]
  have hM : (z • O - L)ᴴ = z • O - L := by
    rw [Matrix.conjTranspose_sub, Matrix.conjTranspose_smul, star_trivial,
      hO.isHermitian.eq, hL.eq]
  -- split the coupling into a multiple of `z O - L` and a constant
  have h1 : z • Q - T = X * (z • O - L) - R := by
    rw [Matrix.mul_sub, Matrix.mul_smul, hXO, hR]
    abel
  have h2 : (z • Q - T)ᴴ = (z • O - L) * Xᴴ - Rᴴ := by
    rw [h1, Matrix.conjTranspose_sub, Matrix.conjTranspose_mul, hM]
  have h3 : (z • Q - T) * (z • O - L)⁻¹ = X - R * (z • O - L)⁻¹ := by
    rw [h1, Matrix.sub_mul, Matrix.mul_assoc, Matrix.mul_nonsing_inv _ hz, Matrix.mul_one]
  have h4 : R * (z • O - L)⁻¹ * ((z • O - L) * Xᴴ) = R * Xᴴ := by
    rw [Matrix.mul_assoc, ← Matrix.mul_assoc (z • O - L)⁻¹, Matrix.nonsing_inv_mul _ hz,
      Matrix.one_mul]
  have hA : X * ((z • O - L) * Xᴴ) = z • (X * Qᴴ) - X * L * Xᴴ := by
    rw [← Matrix.mul_assoc, Matrix.mul_sub, Matrix.mul_smul, hXO, Matrix.sub_mul,
      Matrix.smul_mul, hXh, ← Matrix.mul_assoc Q, ← hX]
  have hB : X * Rᴴ = X * Tᴴ - X * L * Xᴴ := by
    rw [hR, Matrix.conjTranspose_sub, Matrix.conjTranspose_mul, hL.eq, Matrix.mul_sub,
      ← Matrix.mul_assoc]
  have hC : R * Xᴴ = T * Xᴴ - X * L * Xᴴ := by rw [hR, Matrix.sub_mul]
  have hS : staticShift O L Q T = X * L * Xᴴ - X * Tᴴ - T * Xᴴ := by
    rw [staticShift, hXh, ← hX, ← Matrix.mul_assoc, ← Matrix.mul_assoc]
  rw [selfEnergy, h3, h2, Matrix.sub_mul, Matrix.mul_sub, Matrix.mul_sub, h4, hA, hB, hC, hS,
    ← hX]
  abel
```

The last term has a fixed coupling and therefore vanishes at large $z$:

$$S(z)-zQO^{-1}Q^\dagger\longrightarrow C .$$

With nonorthogonal orbitals, the device Green function is the inverse of $zO_D-H_D-S(z)$, where $O_D$ and $H_D$ are the device overlap and Hamiltonian. The linear term therefore changes $O_D$ into $O_D-QO^{-1}Q^\dagger$, and the constant term changes $H_D$ into $H_D+C$.

```lean
/-- For a Hermitian lead with positive definite overlap, what remains of the self-energy after
removal of its linear part `z Q O⁻¹ Q*` tends to the static shift as `z` tends to infinity. -/
theorem tendsto_selfEnergy_sub_linear {O L : Matrix n n ℂ} (hO : O.PosDef)
    (hL : L.IsHermitian) (Q T : Matrix m n ℂ) :
    Tendsto (fun z : ℝ => selfEnergy O L Q T z - z • (Q * O⁻¹ * Qᴴ)) atTop
      (𝓝 (staticShift O L Q T)) := by
  have h := (tendsto_const_nhds (x := staticShift O L Q T)).add
    (tendsto_fixed_coupling hO L (residualCoupling O L Q T))
  rw [add_zero] at h
  refine h.congr' ?_
  filter_upwards [eventually_regular hO L] with z hz
  rw [selfEnergy_eq hO hL Q T z hz]
  abel
```

## Decay exactly when the overlap block vanishes

Suppose $S(z)\to0$. Then $S(z)/z\to0$ too, and uniqueness of limits gives $QO^{-1}Q^\dagger=0$. For every device vector $x$,

$$0=x^\dagger QO^{-1}Q^\dagger x=(Q^\dagger x)^\dagger O^{-1}(Q^\dagger x).$$

Since $O^{-1}$ is positive definite, $Q^\dagger x=0$ (`hv`). Taking unit vectors for $x$ gives $Q=0$.

Conversely, if $Q=0$ then $S(z)=T(zO-L)^{-1}T^\dagger$, which decays by the fixed-coupling limit. This equivalence takes the device to be finite as well, and again $L$ need not be Hermitian.

```lean
/-- For a positive definite lead overlap, the self-energy tends to zero as the real energy tends
to infinity if and only if the device-lead overlap `Q` vanishes. -/
theorem selfEnergy_decays_iff [Fintype m] {O : Matrix n n ℂ} (hO : O.PosDef)
    (L : Matrix n n ℂ) (Q T : Matrix m n ℂ) :
    Tendsto (selfEnergy O L Q T) atTop (𝓝 0) ↔ Q = 0 := by
  classical
  constructor
  · intro h
    have h0 := (tendsto_inv_atTop_zero (𝕜 := ℝ)).smul h
    rw [smul_zero] at h0
    have hK : Q * O⁻¹ * Qᴴ = 0 := tendsto_nhds_unique (tendsto_selfEnergy_div hO L Q T) h0
    -- positive definiteness of `O⁻¹` forces `Q* x = 0` for every device vector `x`
    have hv : ∀ x : m → ℂ, Qᴴ *ᵥ x = 0 := by
      intro x
      by_contra hx
      have hp := hO.inv.dotProduct_mulVec_pos hx
      rw [Matrix.star_mulVec, Matrix.conjTranspose_conjTranspose, ← Matrix.dotProduct_mulVec,
        Matrix.mulVec_mulVec, Matrix.mulVec_mulVec, hK,
        Matrix.zero_mulVec, dotProduct_zero] at hp
      exact lt_irrefl _ hp
    ext i j
    have hij := congrFun (hv (Pi.single i 1)) j
    simpa using hij
  · rintro rfl
    have hs : selfEnergy O L 0 T = fun z : ℝ => T * (z • O - L)⁻¹ * Tᴴ := by
      funext z
      simp [selfEnergy]
    rw [hs]
    exact tendsto_fixed_coupling hO L T

end

end NonorthogonalLead
```

```lean
#print axioms NonorthogonalLead.tendsto_selfEnergy_sub_linear
#print axioms NonorthogonalLead.selfEnergy_decays_iff
```

```
'NonorthogonalLead.tendsto_selfEnergy_sub_linear' depends on axioms: [propext, Classical.choice, Quot.sound]
'NonorthogonalLead.selfEnergy_decays_iff' depends on axioms: [propext, Classical.choice, Quot.sound]
```
